# The Condition \(U\langle a,A^{-1}a\rangle<1\) for a Positive Definite Hessian after Double-Counting Subtraction

Let \(x\) be a finite list of real, unconstrained displacements from a stationary state of an energy from which a double-counting term is subtracted. With the double-counting potential frozen at its value in that state, let \(\tfrac12\,x\cdot Ax\) be the energy change to second order. The Hessian \(A\) is symmetric positive definite and includes the curvature of any Hubbard interaction. The charge of one correlated shell changes by \(a\cdot x\) to first order. For a double-counting energy quadratic in the shell charge, with coefficient \(U/2\), letting the potential follow the charge subtracts the further curvature \(U\,aa^T\). The corrected Hessian and the uncorrected charge response, the latter at frozen double-counting potential, are

\[
H=A-U\,aa^T,\qquad \chi=a\cdot A^{-1}a .
\]

A shell potential \(v\) enters the energy as \(-v\,a\cdot x\). The uncorrected system then settles at \(x=vA^{-1}a\), where the shell charge has changed by \(v\chi\).

## Curvature against charge response

Call the state stable if \(H\) is positive definite. The claim is that this holds if and only if \(U\chi<1\), for real \(U\) of either sign. Since \(Hx=Ax-U(a\cdot x)a\),

\[
x\cdot Hx=x\cdot Ax-U(a\cdot x)^2 .
\]

Put \(y=A^{-1}a\), so that \(Ay=a\) and \(\chi=a\cdot y=y\cdot Ay\). If \(a=0\), then \(H=A\) and \(\chi=0\), and both sides of the equivalence hold. If \(a\neq0\), then \(y\neq0\) and \(\chi>0\), while

\[
y\cdot Hy=\chi-U\chi^2=(1-U\chi)\chi .
\]

Positive definiteness of \(H\) therefore forces \(U\chi<1\).

For the converse, symmetry gives \(y\cdot Ax=a\cdot x\). For every real \(t\),

\[
0\le (x-ty)\cdot A(x-ty)=\chi t^2-2(a\cdot x)t+x\cdot Ax .
\]

The discriminant cannot be positive, so \((a\cdot x)^2\le\chi\,(x\cdot Ax)\). If \(U\ge0\), \(U\chi<1\) and \(x\ne0\), then

\[
x\cdot Hx\ge(1-U\chi)\,x\cdot Ax>0 .
\]

If \(U\le0\), the subtraction cannot lower the curvature, and \(x\cdot Hx\ge x\cdot Ax>0\).

In the stable regime \(Hy=(1-U\chi)a\) gives \(H^{-1}a=y/(1-U\chi)\), so the corrected response is \(\chi/(1-U\chi)\). For \(A=\mathrm{diag}(k_i)\) with all \(k_i>0\), \(\chi=\sum_i a_i^2/k_i\).

## Solving for the response in a calculation

In a DFT+U calculation with the double-counting energy above, updated self-consistently, the subtracted potential follows the shell charge: a change \(\delta N\) shifts it by \(U\,\delta N\). Because it is subtracted, this shift acts as a shell potential \(v=U\,\delta N\) in the convention above. Within the quadratic, single-shell model, one solves \(Ay=a\), forms \(\chi=a\cdot y\), and compares \(U\chi\) with 1. Since \(A\) includes the Hubbard interaction, \(\chi\) is not in general the response of a plain DFT calculation. The conjugate-gradient method can solve this equation using \(A\) only through its products with vectors.

For stiffnesses \(2\) and \(4\) and \(a=(1,1)\), \(\chi=3/4\), so stability requires \(U<4/3\). At \(U=1\) the response rises from \(3/4\) to \(3\).

## The corrected Hessian in Lean

The finite type `n` labels the displacements.

```lean
import Mathlib

open Matrix

namespace DoubleCountingStability

noncomputable section

variable {n : Type*} [Fintype n]
```

`vecMulVec a a` is the outer product \(aa^T\), and `U` is any real number. In the docstrings, the shell charge of a displacement \(x\) is the first-order change \(a\cdot x\), not the total charge of the shell.

```lean
/-- The energy Hessian `A` after subtraction of the double-counting curvature `U a aᵀ`,
where `a ⬝ᵥ x` is the shell charge of the displacement `x`. -/
def correctedHessian (A : Matrix n n ℝ) (a : n → ℝ) (U : ℝ) : Matrix n n ℝ :=
  A - U • vecMulVec a a
```

Here `*ᵥ` applies a matrix to a vector and `⬝ᵥ` is the dot product. The action of \(H\) is checked component by component.

```lean
/-- The corrected Hessian acts on a displacement as the original one, minus `U` times the
shell charge along `a`. -/
theorem correctedHessian_mulVec (A : Matrix n n ℝ) (a x : n → ℝ) (U : ℝ) :
    correctedHessian A a U *ᵥ x = A *ᵥ x - (U * (a ⬝ᵥ x)) • a := by
  ext i
  simp only [correctedHessian, mulVec, dotProduct, Matrix.sub_apply, Matrix.smul_apply,
    vecMulVec_apply, Pi.sub_apply, Pi.smul_apply, smul_eq_mul, sub_mul,
    Finset.sum_sub_distrib, Finset.mul_sum, Finset.sum_mul]
  congr 1
  exact Finset.sum_congr rfl fun j _ => by ring
```

Pairing that action with \(x\) gives the curvature formula.

```lean
/-- Double counting lowers the curvature along `x` by `U` times the squared shell charge. -/
theorem curvature_eq (A : Matrix n n ℝ) (a x : n → ℝ) (U : ℝ) :
    x ⬝ᵥ correctedHessian A a U *ᵥ x = x ⬝ᵥ A *ᵥ x - U * (a ⬝ᵥ x) ^ 2 := by
  rw [correctedHessian_mulVec, dotProduct_sub, dotProduct_smul, smul_eq_mul,
    dotProduct_comm x a]
  ring
```

## Response and the charge bound

`shellResponse` is \(\chi\), computed from the matrix inverse.

```lean
variable [DecidableEq n]

/-- The shell charge response `⟨a, A⁻¹ a⟩` to a unit potential on the shell, for an
invertible Hessian `A`. -/
def shellResponse (A : Matrix n n ℝ) (a : n → ℝ) : ℝ := a ⬝ᵥ A⁻¹ *ᵥ a
```

A positive definite matrix has positive determinant, so the inverse is genuine and \(Ay=a\).

```lean
/-- For a positive definite Hessian, the displacement `A⁻¹ a` balances a unit potential
on the shell. -/
theorem mulVec_response {A : Matrix n n ℝ} (hA : A.PosDef) (a : n → ℝ) :
    A *ᵥ (A⁻¹ *ᵥ a) = a := by
  rw [mulVec_mulVec, mul_nonsing_inv _ (isUnit_iff_ne_zero.mpr hA.det_pos.ne'), one_mulVec]
```

If \(y\) vanished, so would \(a=Ay\). Positivity of \(y\cdot Ay\) then gives \(\chi>0\).

```lean
/-- For a positive definite Hessian and a nonzero shell vector, the shell charge response
is positive. -/
theorem shellResponse_pos {A : Matrix n n ℝ} (hA : A.PosDef) {a : n → ℝ} (ha : a ≠ 0) :
    0 < shellResponse A a := by
  have hy : A⁻¹ *ᵥ a ≠ 0 := by
    intro h0
    apply ha
    have h := mulVec_response hA a
    rw [h0, mulVec_zero] at h
    exact h.symm
  have h := (posDef_iff_dotProduct_mulVec.mp hA).2 hy
  rw [star_trivial, mulVec_response hA a, dotProduct_comm] at h
  exact h
```

In the charge bound, `generalize` names the response displacement `y` and keeps \(Ay=a\). The statement `key` is the quadratic in \(t\), and `discrim_le_zero` supplies the discriminant inequality.

```lean
/-- For a positive definite Hessian, the squared shell charge of any displacement is at
most the charge response times the curvature along that displacement. -/
theorem charge_sq_le {A : Matrix n n ℝ} (hA : A.PosDef) (a x : n → ℝ) :
    (a ⬝ᵥ x) ^ 2 ≤ shellResponse A a * (x ⬝ᵥ A *ᵥ x) := by
  have hT : Aᵀ = A := (conjTranspose_eq_transpose_of_trivial A).symm.trans hA.isHermitian.eq
  have hy := mulVec_response hA a
  unfold shellResponse
  generalize A⁻¹ *ᵥ a = y at hy ⊢
  have hxy : y ⬝ᵥ A *ᵥ x = a ⬝ᵥ x := by
    rw [dotProduct_mulVec, ← mulVec_transpose, hT, hy]
  -- the curvature along x - t y is a nonnegative quadratic polynomial in t
  have key : ∀ t : ℝ,
      0 ≤ (a ⬝ᵥ y) * (t * t) + (-2 * (a ⬝ᵥ x)) * t + x ⬝ᵥ A *ᵥ x := by
    intro t
    have h := hA.posSemidef.dotProduct_mulVec_nonneg (x - t • y)
    rw [star_trivial, mulVec_sub, mulVec_smul, hy] at h
    simp only [sub_dotProduct, dotProduct_sub, smul_dotProduct, dotProduct_smul,
      smul_eq_mul, hxy, dotProduct_comm x a, dotProduct_comm y a] at h
    linarith
  -- so its discriminant is not positive
  have hd := discrim_le_zero key
  unfold discrim at hd
  nlinarith
```

The next lemma evaluates the corrected curvature along \(y\).

```lean
/-- For a positive definite Hessian with charge response `χ`, the corrected curvature along
the response displacement `A⁻¹ a` is `(1 - U χ) χ`. -/
theorem curvature_response {A : Matrix n n ℝ} (hA : A.PosDef) (a : n → ℝ) (U : ℝ) :
    (A⁻¹ *ᵥ a) ⬝ᵥ correctedHessian A a U *ᵥ (A⁻¹ *ᵥ a) =
      (1 - U * shellResponse A a) * shellResponse A a := by
  rw [curvature_eq, mulVec_response hA a, dotProduct_comm (A⁻¹ *ᵥ a) a]
  unfold shellResponse
  ring
```

## The stability criterion and its consequences

For real matrices, `PosDef` means symmetric with \(x\cdot Hx>0\) for every nonzero \(x\). The forward direction tests \(y\), with \(a=0\) treated separately. The reverse direction proves symmetry, then splits on the sign of `U` and uses the charge bound when \(U\ge0\).

```lean
/-- A positive definite Hessian stays positive definite after subtraction of the
double-counting curvature exactly when `U` times the shell charge response is below one. -/
theorem posDef_correctedHessian_iff {A : Matrix n n ℝ} (hA : A.PosDef) (a : n → ℝ) (U : ℝ) :
    (correctedHessian A a U).PosDef ↔ U * shellResponse A a < 1 := by
  constructor
  · intro hH
    by_cases ha : a = 0
    · simp [ha, shellResponse]
    -- test stability along the response displacement
    have hχ := shellResponse_pos hA ha
    have hy : A⁻¹ *ᵥ a ≠ 0 := by
      intro h0
      simp [shellResponse, h0] at hχ
    have h := (posDef_iff_dotProduct_mulVec.mp hH).2 hy
    rw [star_trivial, curvature_response hA] at h
    by_contra hn
    nlinarith [mul_nonneg (sub_nonneg.mpr (not_lt.mp hn)) hχ.le]
  · intro h
    refine posDef_iff_dotProduct_mulVec.mpr ⟨Matrix.IsHermitian.ext fun i j => ?_, ?_⟩
    · have hs := hA.isHermitian.apply i j
      rw [star_trivial] at hs ⊢
      simp only [correctedHessian, Matrix.sub_apply, Matrix.smul_apply, vecMulVec_apply,
        smul_eq_mul]
      rw [hs]
      ring
    · intro x hx
      have hq := (posDef_iff_dotProduct_mulVec.mp hA).2 hx
      rw [star_trivial] at hq ⊢
      rw [curvature_eq]
      rcases le_total U 0 with hU | hU
      · nlinarith [mul_nonneg (neg_nonneg.mpr hU) (sq_nonneg (a ⬝ᵥ x))]
      · -- the charge bound limits the loss of curvature
        have h1 := mul_le_mul_of_nonneg_left (charge_sq_le hA a x) hU
        have h2 := mul_pos (sub_pos.mpr h) hq
        nlinarith
```

The theorem concerns the local quadratic energy: \(A\) is given, and \(a\cdot x\) is the change of the shell charge to first order. If the charge also has second-order terms, the frozen double-counting potential acting on them contributes to \(A\).

For the corrected response, `e` verifies that \(H\) maps \(y/(1-U\chi)\) to \(a\), and `hinv` applies \(H^{-1}\) to that equation.

```lean
/-- For a positive definite Hessian and `U` times the charge response below one, double
counting changes the charge response from `χ` to `χ / (1 - U χ)`. -/
theorem shellResponse_corrected {A : Matrix n n ℝ} (hA : A.PosDef) (a : n → ℝ) (U : ℝ)
    (h : U * shellResponse A a < 1) :
    shellResponse (correctedHessian A a U) a =
      shellResponse A a / (1 - U * shellResponse A a) := by
  have hH := (posDef_correctedHessian_iff hA a U).mpr h
  have hc : 1 - U * shellResponse A a ≠ 0 := (sub_pos.mpr h).ne'
  have hχ : a ⬝ᵥ A⁻¹ *ᵥ a = shellResponse A a := rfl
  -- the corrected Hessian maps the rescaled response displacement to `a`
  have e : correctedHessian A a U *ᵥ
      ((1 - U * shellResponse A a)⁻¹ • (A⁻¹ *ᵥ a)) = a := by
    have e1 : correctedHessian A a U *ᵥ (A⁻¹ *ᵥ a) = (1 - U * shellResponse A a) • a := by
      rw [correctedHessian_mulVec, mulVec_response hA a, hχ, sub_smul, one_smul]
    rw [mulVec_smul, e1, smul_smul, inv_mul_cancel₀ hc, one_smul]
  have hinv : (correctedHessian A a U)⁻¹ *ᵥ a =
      (1 - U * shellResponse A a)⁻¹ • (A⁻¹ *ᵥ a) := by
    have e2 : (correctedHessian A a U)⁻¹ *ᵥ (correctedHessian A a U *ᵥ
        ((1 - U * shellResponse A a)⁻¹ • (A⁻¹ *ᵥ a))) =
        (correctedHessian A a U)⁻¹ *ᵥ a :=
      congrArg (fun v => (correctedHessian A a U)⁻¹ *ᵥ v) e
    rw [← e2, mulVec_mulVec,
      nonsing_inv_mul _ (isUnit_iff_ne_zero.mpr hH.det_pos.ne'), one_mulVec]
  change a ⬝ᵥ (correctedHessian A a U)⁻¹ *ᵥ a = _
  rw [hinv, dotProduct_smul, smul_eq_mul, hχ, div_eq_inv_mul]
```

For independent modes, inverting the diagonal matrix turns \(\chi\) into the sum over stiffnesses, and the general criterion applies.

```lean
/-- For independent modes with positive stiffnesses `k i`, the corrected Hessian is positive
definite exactly when `U ∑ (a i)² / k i` is below one. -/
theorem posDef_diagonal_iff_sum {k : n → ℝ} (hk : ∀ i, 0 < k i) (a : n → ℝ) (U : ℝ) :
    (correctedHessian (diagonal k) a U).PosDef ↔ U * ∑ i, a i ^ 2 / k i < 1 := by
  have hinv : (diagonal k)⁻¹ = diagonal (fun i => (k i)⁻¹) := by
    apply inv_eq_right_inv
    have h1 : (fun i => k i * (k i)⁻¹) = fun _ => (1 : ℝ) :=
      funext fun i => mul_inv_cancel₀ (hk i).ne'
    rw [diagonal_mul_diagonal, h1, diagonal_one]
  have hs : shellResponse (diagonal k) a = ∑ i, a i ^ 2 / k i := by
    unfold shellResponse
    rw [hinv]
    simp only [dotProduct, mulVec_diagonal]
    exact Finset.sum_congr rfl fun i _ => by ring
  rw [posDef_correctedHessian_iff (Matrix.PosDef.diagonal hk) a U, hs]

end

end DoubleCountingStability
```

```lean
#print axioms DoubleCountingStability.posDef_correctedHessian_iff
-- 'DoubleCountingStability.posDef_correctedHessian_iff' depends on axioms: [propext, Classical.choice, Quot.sound]
#print axioms DoubleCountingStability.shellResponse_corrected
-- 'DoubleCountingStability.shellResponse_corrected' depends on axioms: [propext, Classical.choice, Quot.sound]
#print axioms DoubleCountingStability.posDef_diagonal_iff_sum
-- 'DoubleCountingStability.posDef_diagonal_iff_sum' depends on axioms: [propext, Classical.choice, Quot.sound]
```
